# Positive quadrature rules exact to degree n converge as n grows, for every continuous integrand on [a, b]

One way to converge a one-dimensional integral numerically is to raise the order of the quadrature rule until the value settles. For rules with nodes in $[a,b]$ and nonnegative weights, whose $n$-th member integrates polynomials of degree at most $n$ exactly, the limit is the integral of any integrand continuous on $[a,b]$. The result applies to one-dimensional grids in electronic structure codes when they meet these conditions; it assumes a finite interval and exact arithmetic. No rate of convergence is given.

```lean
import Mathlib

open Filter Topology Set Polynomial

namespace QuadratureConvergence

noncomputable section
```

A rule $Q$ consists of $m$ real nodes $x_i$ and real weights $w_i$, with $i=0,\dots,m-1$. In Lean, $m$ is `size` and the index type is `Fin size`. Nodes may repeat, and $m=0$ is allowed.

```lean
/-- A quadrature rule: finitely many real nodes, each with a real weight. -/
structure QuadRule where
  /-- The number of nodes. -/
  size : ℕ
  /-- The sampling points. -/
  node : Fin size → ℝ
  /-- The weights of the samples. -/
  weight : Fin size → ℝ
```

The value of $Q$ on $f$ is $Q(f)=\sum_i w_i f(x_i)$. The integrand is a function on all of $\mathbb R$, but the theorems ask for continuity only on $[a,b]$, written `ContinuousOn f (Icc a b)`.

```lean
/-- The value of a rule on an integrand: the weighted sum of its samples. -/
def QuadRule.value (Q : QuadRule) (f : ℝ → ℝ) : ℝ :=
  ∑ i, Q.weight i * f (Q.node i)
```

A rule is positive on $[a,b]$ if every $x_i$ lies in $[a,b]$ and every $w_i\ge 0$; a zero weight is permitted.

```lean
/-- All nodes lie in `[a, b]` and all weights are nonnegative. -/
def QuadRule.IsPositiveOn (Q : QuadRule) (a b : ℝ) : Prop :=
  ∀ i, Q.node i ∈ Icc a b ∧ 0 ≤ Q.weight i
```

Write $I(f)=\int_a^b f(x)\,dx$. Exactness to degree $n$ means $Q(p)=I(p)$ for every real polynomial $p$ of degree at most $n$. It is a separate condition from positivity.

```lean
/-- The rule integrates every real polynomial of degree at most `n` exactly from `a` to `b`. -/
def QuadRule.IsExact (Q : QuadRule) (a b : ℝ) (n : ℕ) : Prop :=
  ∀ p : ℝ[X], p.natDegree ≤ n → Q.value (fun x => p.eval x) = ∫ x in a..b, p.eval x
```

## (a) Sensitivity of a rule to its integrand

**Task.** Let $Q$ be positive and $|f-g|\le\varepsilon$ on $[a,b]$. Bound $|Q(f)-Q(g)|$.

**Solution.** The nodes lie in $[a,b]$ and the weights are nonnegative, so
$$|Q(f)-Q(g)|\le\sum_i w_i\,|f(x_i)-g(x_i)|\le\varepsilon\sum_i w_i .$$
In the proof, `Finset.abs_sum_le_sum_abs` is the triangle inequality, and `Finset.sum_le_sum` compares the sums term by term.

```lean
/-- If two integrands differ by at most `ε` on `[a, b]`, the values of a positive rule differ
by at most `ε` times its total weight. -/
theorem value_stability {Q : QuadRule} {a b ε : ℝ} {f g : ℝ → ℝ}
    (hQ : Q.IsPositiveOn a b) (h : ∀ x ∈ Icc a b, |f x - g x| ≤ ε) :
    |Q.value f - Q.value g| ≤ ε * ∑ i, Q.weight i := by
  unfold QuadRule.value
  rw [← Finset.sum_sub_distrib, Finset.mul_sum]
  refine (Finset.abs_sum_le_sum_abs _ _).trans (Finset.sum_le_sum fun i _ => ?_)
  rw [← mul_sub, abs_mul, abs_of_nonneg (hQ i).2]
  have := mul_le_mul_of_nonneg_left (h _ (hQ i).1) (hQ i).2
  linarith
```

## (b) Sensitivity of the integral

**Task.** Let $a\le b$, and let $f,g$ be continuous on $[a,b]$ with $|f-g|\le\varepsilon$ there. Bound the difference of their integrals.

**Solution.** By linearity,
$$|I(f)-I(g)|=\left|\int_a^b (f-g)\,dx\right|\le\varepsilon(b-a).$$
Continuity supplies the integrability needed to combine the two integrals, and Mathlib's norm bound for interval integrals gives the inequality.

```lean
/-- If two continuous integrands differ by at most `ε` on `[a, b]`, their integrals differ
by at most `ε` times the length of the interval. -/
theorem integral_stability {a b ε : ℝ} {f g : ℝ → ℝ} (hab : a ≤ b)
    (hf : ContinuousOn f (Icc a b)) (hg : ContinuousOn g (Icc a b))
    (h : ∀ x ∈ Icc a b, |f x - g x| ≤ ε) :
    |(∫ x in a..b, f x) - ∫ x in a..b, g x| ≤ ε * (b - a) := by
  rw [← intervalIntegral.integral_sub (hf.intervalIntegrable_of_Icc hab)
    (hg.intervalIntegrable_of_Icc hab)]
  have key := intervalIntegral.norm_integral_le_of_norm_le_const
    (a := a) (b := b) (C := ε) (f := fun x => f x - g x) (by
      intro x hx
      rw [uIoc_of_le hab] at hx
      exact h x (Ioc_subset_Icc_self hx))
  rwa [Real.norm_eq_abs, abs_of_nonneg (sub_nonneg.2 hab)] at key
```

## (c) The sum of the weights

**Task.** Find $\sum_i w_i$ for a rule exact to some degree $n\ge 0$.

**Solution.** The constant polynomial $1$ has degree $0\le n$. Hence $\sum_i w_i=Q(1)=I(1)=b-a$. The proof applies exactness to this polynomial and simplifies both sides.

```lean
/-- The weights of a rule that is exact to some degree add up to `b - a`. -/
theorem total_weight {Q : QuadRule} {a b : ℝ} {n : ℕ} (h : Q.IsExact a b n) :
    ∑ i, Q.weight i = b - a := by
  have h1 := h 1 (by simp)
  simpa [QuadRule.value] using h1
```

## (d) Quadrature error from polynomial approximation

**Task.** Let $Q$ be positive and exact to degree $n$, and let $f$ be continuous on $[a,b]$. A polynomial $p$ of degree at most $n$ satisfies $|f-p|\le\varepsilon$ on $[a,b]$. Bound the error of $Q$ on $f$.

**Solution.** By (c), $b-a$ is a sum of nonnegative weights, so $a\le b$ need not be assumed. Since $Q(p)=I(p)$, parts (a) and (b) give
$$|Q(f)-I(f)|\le|Q(f)-Q(p)|+|I(p)-I(f)|\le 2\varepsilon(b-a).$$
The rewrite with `hW` and `hex p hp` inserts the total weight and the exact value on $p$; `linarith` then adds the two estimates.

```lean
/-- If a polynomial of degree at most `n` approximates `f` within `ε` on `[a, b]`, a positive
rule exact to degree `n` has error at most `2 ε (b - a)` on `f`. -/
theorem error_bound {Q : QuadRule} {a b ε : ℝ} {n : ℕ} {f : ℝ → ℝ}
    (hQ : Q.IsPositiveOn a b) (hex : Q.IsExact a b n) (hf : ContinuousOn f (Icc a b))
    (p : ℝ[X]) (hp : p.natDegree ≤ n) (h : ∀ x ∈ Icc a b, |f x - p.eval x| ≤ ε) :
    |Q.value f - ∫ x in a..b, f x| ≤ 2 * ε * (b - a) := by
  have hW := total_weight hex
  have hab : a ≤ b := by
    have : 0 ≤ ∑ i, Q.weight i := Finset.sum_nonneg fun i _ => (hQ i).2
    linarith
  have h1 := value_stability hQ h
  have h2 := integral_stability hab hf p.continuous.continuousOn h
  -- the rule and the integral agree on the polynomial
  rw [hW, hex p hp] at h1
  rw [abs_le] at h1 h2 ⊢
  constructor <;> linarith [h1.1, h1.2, h2.1, h2.2]
```

## (e) From polynomials to continuous functions

**Task.** Let $Q_n$ be positive rules with $Q_n(p)\to I(p)$ for each polynomial $p$. Show that $Q_n(f)\to I(f)$ for each $f$ continuous on $[a,b]$.

**Solution.** Let $W_n$ be the total weight of $Q_n$. Taking $p=1$ gives $W_n\to b-a$, and $W_n\ge0$ forces $b-a\ge0$. Given $\varepsilon>0$, set
$$\delta=\frac{\varepsilon}{2(b-a)+2}.$$
Weierstrass approximation supplies a polynomial $p$ with $|f-p|\le\delta$ on $[a,b]$. For all large $n$, both $W_n<b-a+1$ and $|Q_n(p)-I(p)|<\delta$ hold, so
$$\begin{aligned}|Q_n(f)-I(f)|&\le|Q_n(f)-Q_n(p)|+|Q_n(p)-I(p)|+|I(p)-I(f)|\\&<\delta(b-a+1)+\delta+\delta(b-a)=\varepsilon .\end{aligned}$$
The step `filter_upwards` collects the two conditions on large $n$, and the final `linarith` is the three-term estimate.

Pólya's criterion for convergence also admits signed weights, with a uniform bound on $\sum_i|w_i|$; the argument here relies on positivity.

```lean
/-- If the values of positive rules converge to the integral for every polynomial, they
converge to the integral for every continuous function on `[a, b]`. -/
theorem tendsto_of_polynomials {Q : ℕ → QuadRule} {a b : ℝ}
    (hQ : ∀ n, (Q n).IsPositiveOn a b)
    (hpoly : ∀ p : ℝ[X], Tendsto (fun n => (Q n).value (fun x => p.eval x)) atTop
      (𝓝 (∫ x in a..b, p.eval x)))
    {f : ℝ → ℝ} (hf : ContinuousOn f (Icc a b)) :
    Tendsto (fun n => (Q n).value f) atTop (𝓝 (∫ x in a..b, f x)) := by
  -- the constant polynomial controls the total weight
  have hW : Tendsto (fun n => ∑ i, (Q n).weight i) atTop (𝓝 (b - a)) := by
    simpa [QuadRule.value] using hpoly 1
  have hab : 0 ≤ b - a :=
    ge_of_tendsto' hW fun n => Finset.sum_nonneg fun i _ => (hQ n i).2
  rw [Metric.tendsto_nhds]
  intro ε hε
  have hpos : 0 < 2 * (b - a) + 2 := by linarith
  obtain ⟨δ, hδ, hδε⟩ : ∃ δ : ℝ, 0 < δ ∧ δ * (2 * (b - a) + 2) = ε :=
    ⟨ε / (2 * (b - a) + 2), div_pos hε hpos, div_mul_cancel₀ _ (ne_of_gt hpos)⟩
  -- Weierstrass approximation of the integrand
  obtain ⟨p, hp⟩ := exists_polynomial_near_of_continuousOn a b f hf δ hδ
  have happ : ∀ x ∈ Icc a b, |f x - p.eval x| ≤ δ := fun x hx => by
    rw [abs_sub_comm]
    exact (hp x hx).le
  have h2 := integral_stability (sub_nonneg.1 hab) hf p.continuous.continuousOn happ
  filter_upwards [hW.eventually_lt_const (show b - a < b - a + 1 by linarith),
    Metric.tendsto_nhds.1 (hpoly p) δ hδ] with n hn h3
  have h1 := value_stability (hQ n) happ
  have h4 := mul_le_mul_of_nonneg_left hn.le hδ.le
  rw [Real.dist_eq, abs_lt] at h3 ⊢
  rw [abs_le] at h1 h2
  constructor <;> linarith [h1.1, h1.2, h2.1, h2.2, h3.1, h3.2]
```

## (f) Convergence from growing exactness

**Task.** Let each $Q_n$ be positive on $[a,b]$ and exact to degree $n$. Show that $Q_n(f)\to I(f)$ for each $f$ continuous on $[a,b]$.

**Solution.** Fix a polynomial $p$. For every $n\ge\deg p$, exactness gives $Q_n(p)=I(p)$. The sequence $Q_n(p)$ is therefore eventually constant and converges to $I(p)$, and (e) applies. In Lean, `eventually_ge_atTop p.natDegree` selects these $n$, and `congr'` transfers the limit from the constant sequence. The theorem is called `polya_steklov` in the code, but it is only a special case of the criterion mentioned in (e): the weights are nonnegative and the exactness grows with $n$.

```lean
/-- If, for every `n`, the `n`-th rule has nodes in `[a, b]`, nonnegative weights and is exact to
degree `n`, the values converge to the integral for every function continuous on `[a, b]`. -/
theorem polya_steklov {Q : ℕ → QuadRule} {a b : ℝ}
    (hQ : ∀ n, (Q n).IsPositiveOn a b) (hex : ∀ n, (Q n).IsExact a b n)
    {f : ℝ → ℝ} (hf : ContinuousOn f (Icc a b)) :
    Tendsto (fun n => (Q n).value f) atTop (𝓝 (∫ x in a..b, f x)) := by
  refine tendsto_of_polynomials hQ (fun p => ?_) hf
  -- on a fixed polynomial the rules are eventually exact
  refine tendsto_const_nhds.congr' ?_
  filter_upwards [eventually_ge_atTop p.natDegree] with n hn
  exact (hex n p hn).symm
```

## (g) Simpson's rule is positive and exact for cubics

**Task.** For $a\le b$, check both conditions for the following rule, with $n=3$.

```lean
/-- Simpson's rule: the two endpoints and the midpoint with weights in the ratio 1 : 4 : 1. -/
def simpson (a b : ℝ) : QuadRule where
  size := 3
  node := ![a, (a + b) / 2, b]
  weight := ![(b - a) / 6, 4 * (b - a) / 6, (b - a) / 6]
```

**Solution.** The endpoints and midpoint lie in $[a,b]$, and the weights are nonnegative because $b-a\ge0$. With $h=b-a$, the values on monomials are
$$\begin{aligned}
Q(1)&=h,\\
Q(x)&=\tfrac h6\,(3a+3b)=\tfrac{b^2-a^2}{2},\\
Q(x^2)&=\tfrac h6\,(2a^2+2ab+2b^2)=\tfrac{b^3-a^3}{3},\\
Q(x^3)&=\tfrac h6\cdot\tfrac32\,(a^3+a^2b+ab^2+b^3)=\tfrac{b^4-a^4}{4}.
\end{aligned}$$
These are the integrals, and linearity covers every cubic. The proof treats the three nodes separately, then expands $p$ in its four coefficients (`hcubic`), integrates term by term and lets `ring` verify the identity.

```lean
/-- Simpson's rule has its nodes in `[a, b]` and nonnegative weights, and it integrates
polynomials of degree at most three exactly. -/
theorem simpson_witness {a b : ℝ} (hab : a ≤ b) :
    (simpson a b).IsPositiveOn a b ∧ (simpson a b).IsExact a b 3 := by
  constructor
  · have key : ∀ i : Fin 3, (![a, (a + b) / 2, b] : Fin 3 → ℝ) i ∈ Icc a b ∧
        0 ≤ (![(b - a) / 6, 4 * (b - a) / 6, (b - a) / 6] : Fin 3 → ℝ) i := by
      intro i
      fin_cases i
      · show a ∈ Icc a b ∧ 0 ≤ (b - a) / 6
        exact ⟨⟨le_refl a, hab⟩, by linarith⟩
      · show (a + b) / 2 ∈ Icc a b ∧ 0 ≤ 4 * (b - a) / 6
        exact ⟨⟨by linarith, by linarith⟩, by linarith⟩
      · show b ∈ Icc a b ∧ 0 ≤ (b - a) / 6
        exact ⟨⟨hab, le_refl b⟩, by linarith⟩
    exact key
  · intro p hp
    have hval : ∀ g : ℝ → ℝ, (simpson a b).value g =
        (b - a) / 6 * g a + 4 * (b - a) / 6 * g ((a + b) / 2) + (b - a) / 6 * g b := by
      intro g
      change ∑ i : Fin 3, (![(b - a) / 6, 4 * (b - a) / 6, (b - a) / 6] : Fin 3 → ℝ) i *
        g ((![a, (a + b) / 2, b] : Fin 3 → ℝ) i) = _
      rw [Fin.sum_univ_three]
      rfl
    -- expand the cubic in monomials and integrate term by term
    have hcubic : ∀ x : ℝ, p.eval x = ∑ i ∈ Finset.range 4, p.coeff i * x ^ i :=
      fun x => Polynomial.eval_eq_sum_range' (by omega) x
    simp only [hval, hcubic]
    rw [intervalIntegral.integral_finsetSum (fun i _ =>
      (show Continuous (fun x : ℝ => p.coeff i * x ^ i) by fun_prop).intervalIntegrable a b)]
    simp only [intervalIntegral.integral_const_mul, integral_pow, Finset.sum_range_succ,
      Finset.sum_range_zero]
    push_cast
    ring
```

## (h) An error bound for Simpson's rule

**Task.** Let $a\le b$, let $f$ be continuous on $[a,b]$, and let $p$ have degree at most three with $|f-p|\le\varepsilon$ there. Bound Simpson's error on $f$, and compare the bound with the actual error for $f(x)=x^4$ on $[0,1]$.

**Solution.** Part (g) supplies the hypotheses of (d), so the error is at most $2\varepsilon(b-a)$.

For the example, take $p(x)=2x^3-x^2+\tfrac1{32}$. Then $x^4-p(x)=x^2(1-x)^2-\tfrac1{32}$. Since $0\le x^2(1-x)^2\le\tfrac1{16}$ on $[0,1]$, one may use $\varepsilon=\tfrac1{32}$, and the bound is $\tfrac1{16}$. Simpson's value is
$$\tfrac16\left(0+4\cdot\tfrac1{16}+1\right)=\tfrac5{24},$$
while the integral is $\tfrac15$. The actual error is $\tfrac1{120}$, below the bound. The bound depends on the choice of $p$: a cubic closer to $x^4$ on $[0,1]$ gives a smaller one.

The Lean proof of the general bound is `error_bound` applied to the two halves of `simpson_witness`.

```lean
/-- If a polynomial of degree at most three approximates `f` within `ε` on `[a, b]`, Simpson's
rule has error at most `2 ε (b - a)` on `f`. -/
theorem simpson_error {a b ε : ℝ} (hab : a ≤ b) {f : ℝ → ℝ} (hf : ContinuousOn f (Icc a b))
    (p : ℝ[X]) (hp : p.natDegree ≤ 3) (h : ∀ x ∈ Icc a b, |f x - p.eval x| ≤ ε) :
    |(simpson a b).value f - ∫ x in a..b, f x| ≤ 2 * ε * (b - a) :=
  error_bound (simpson_witness hab).1 (simpson_witness hab).2 hf p hp h

end

end QuadratureConvergence
```

```lean
#print axioms QuadratureConvergence.polya_steklov
#print axioms QuadratureConvergence.simpson_error
```

```
'QuadratureConvergence.polya_steklov' depends on axioms: [propext, Classical.choice, Quot.sound]
'QuadratureConvergence.simpson_error' depends on axioms: [propext, Classical.choice, Quot.sound]
```
